# High-temperature limits of the Gibbs weights, internal energy and shifted free energy for finitely many levels

Take two levels, 0 and ε, at inverse temperature b = 1/(k_B T). The partition function is Z = 1 + exp(-bε), and for small b

ln Z = ln 2 - bε/2 + O(b²).

Both weights tend to 1/2, so the internal energy U tends to ε/2. The free energy F = -ln Z / b contains the divergent term -ln(2)/b; once that is removed, it also tends to ε/2. The problems below extend this to N fixed real levels.

```lean
import Mathlib

open Filter Topology

namespace HighTemperatureLimit

noncomputable section

variable {ι : Type*} [Fintype ι]
```

The finite type `ι` labels the levels, and N is `Fintype.card ι`. Degenerate levels are repeated values of `E : ι → ℝ`. The partition function is Z(b) = ∑ exp(-b E_i).

```lean
/-- The canonical partition function of the levels `E` at inverse temperature `b`. -/
def partitionFn (E : ι → ℝ) (b : ℝ) : ℝ := ∑ i, Real.exp (-b * E i)
```

The weights are p_i(b) = exp(-b E_i)/Z(b). An observable diagonal in the levels, with values A_i, has Gibbs mean ∑ p_i A_i, and U is the case A = E.

```lean
/-- The Gibbs weight of level `i` at inverse temperature `b`. -/
def weight (E : ι → ℝ) (b : ℝ) (i : ι) : ℝ := Real.exp (-b * E i) / partitionFn E b

/-- The Gibbs mean of an observable that takes the value `A i` on level `i`. -/
def gibbsMean (E A : ι → ℝ) (b : ℝ) : ℝ := ∑ i, weight E b i * A i

/-- The internal energy: the Gibbs mean of the levels themselves. -/
def internalEnergy (E : ι → ℝ) (b : ℝ) : ℝ := gibbsMean E E b
```

The free energy is F = -ln Z / b, and the entropy S = -∑ p_i ln p_i is in units of k_B.

```lean
/-- The Helmholtz free energy `-ln Z / b`. -/
def freeEnergy (E : ι → ℝ) (b : ℝ) : ℝ := -Real.log (partitionFn E b) / b

/-- The Gibbs entropy `-∑ p ln p`, in units of the Boltzmann constant. -/
def entropy (E : ι → ℝ) (b : ℝ) : ℝ := ∑ i, Real.negMulLog (weight E b i)
```

The mean of the values A_i over all levels is `uniformMean A`; for A = E it is written m.

```lean
/-- The arithmetic mean of the values `A i` over all levels. -/
def uniformMean (A : ι → ℝ) : ℝ := (∑ i, A i) / (Fintype.card ι : ℝ)
```

**(a)** Show that Z(b) > 0 when there is at least one level.

Z is a nonempty sum of positive exponentials. `[Nonempty ι]` expresses N ≥ 1.

```lean
lemma partitionFn_pos [Nonempty ι] (E : ι → ℝ) (b : ℝ) : 0 < partitionFn E b :=
  Finset.sum_pos (fun _ _ => Real.exp_pos _) Finset.univ_nonempty
```

**(b)** Find Z(0).

Each of the N terms is exp(0) = 1, so Z(0) = N.

```lean
lemma partitionFn_zero (E : ι → ℝ) : partitionFn E 0 = (Fintype.card ι : ℝ) := by
  simp [partitionFn]
```

**(c)** Find the weights at b = 0.

By (b), p_i(0) = exp(0)/Z(0) = 1/N.

```lean
lemma weight_zero (E : ι → ℝ) (i : ι) : weight E 0 i = 1 / (Fintype.card ι : ℝ) := by
  simp [weight, partitionFn_zero]
```

**(d)** Show that p_i(b) → 1/N as b → 0⁺.

Numerator and denominator are continuous, and Z(0) ≠ 0 by (a). Hence p_i is continuous at 0, with the value found in (c). In Lean, `𝓝[>] 0` means approach through b > 0, and `mono_left` restricts the two-sided limit to that side.

```lean
/-- As `b` tends to zero from above, each Gibbs weight tends to `1/N`. -/
theorem weight_tendsto [Nonempty ι] (E : ι → ℝ) (i : ι) :
    Tendsto (fun b => weight E b i) (𝓝[>] 0) (𝓝 (1 / (Fintype.card ι : ℝ))) := by
  have hc : ContinuousAt (fun b => weight E b i) 0 := by
    unfold weight
    apply ContinuousAt.div
    · fun_prop
    · unfold partitionFn
      fun_prop
    · exact (partitionFn_pos E 0).ne'
  rw [← weight_zero E i]
  exact hc.tendsto.mono_left nhdsWithin_le_nhds
```

**(e)** Show that every Gibbs mean tends to the uniform mean.

The sum is finite, so the limit may be taken term by term:

∑ p_i(b) A_i → ∑ (1/N) A_i = (∑ A_i)/N.

`tendsto_finsetSum` performs this step, and `h0` identifies the limit.

```lean
/-- As `b` tends to zero from above, the Gibbs mean of any observable diagonal in the levels
tends to its arithmetic mean over the levels. -/
theorem gibbsMean_tendsto [Nonempty ι] (E A : ι → ℝ) :
    Tendsto (fun b => gibbsMean E A b) (𝓝[>] 0) (𝓝 (uniformMean A)) := by
  have h := tendsto_finsetSum Finset.univ
    (fun i _ => (weight_tendsto E i).mul_const (A i))
  have h0 : ∑ i, 1 / (Fintype.card ι : ℝ) * A i = uniformMean A := by
    rw [uniformMean, ← Finset.mul_sum]
    ring
  rw [← h0]
  exact h
```

**(f)** Differentiate ln Z.

Termwise differentiation gives Z′(b) = -∑ E_i exp(-b E_i). Therefore

(ln Z)′ = Z′/Z = -∑ p_i E_i = -U.

`hZ` is the derivative of Z; `hZ.log` applies the chain rule. The result holds for every real b, including 0.

```lean
/-- The derivative of `ln Z` with respect to the inverse temperature is minus the internal
energy. -/
theorem hasDerivAt_log_partitionFn [Nonempty ι] (E : ι → ℝ) (b : ℝ) :
    HasDerivAt (fun x => Real.log (partitionFn E x)) (-internalEnergy E b) b := by
  have hZ : HasDerivAt (fun x => partitionFn E x)
      (∑ i, Real.exp (-b * E i) * (-E i)) b := by
    have h : ∀ i ∈ (Finset.univ : Finset ι), HasDerivAt (fun x : ℝ => Real.exp (-x * E i))
        (Real.exp (-b * E i) * (-E i)) b := by
      intro i _
      have h1 : HasDerivAt (fun x : ℝ => -x * E i) (-E i) b :=
        ((hasDerivAt_id' b).fun_neg.mul_const (E i)).congr_deriv (by ring)
      exact h1.exp
    exact HasDerivAt.fun_sum h
  refine (hZ.log (partitionFn_pos E b).ne').congr_deriv ?_
  simp only [internalEnergy, gibbsMean, weight]
  rw [Finset.sum_div, ← Finset.sum_neg_distrib]
  refine Finset.sum_congr rfl fun i _ => ?_
  ring
```

**(g)** Show that F(b) + ln(N)/b → m as b → 0⁺.

Since ln N = ln Z(0),

F(b) + ln(N)/b = -[ln Z(b) - ln Z(0)]/b.

This is minus a difference quotient, so by (f) it tends to U(0), which equals m by (c). The proof turns the derivative into a slope limit, changes its sign and restricts it to b > 0. The value of F at b = 0 does not affect this limit.

```lean
/-- As `b` tends to zero from above, `F(b) + ln(N)/b` tends to the arithmetic mean of the
levels. -/
theorem freeEnergy_add_tendsto [Nonempty ι] (E : ι → ℝ) :
    Tendsto (fun b => freeEnergy E b + Real.log (Fintype.card ι : ℝ) / b) (𝓝[>] 0)
      (𝓝 (uniformMean E)) := by
  have hU : internalEnergy E 0 = uniformMean E := by
    simp only [internalEnergy, gibbsMean, weight_zero, uniformMean]
    rw [← Finset.mul_sum]
    ring
  -- the shifted free energy is minus the difference quotient of `ln Z` at zero
  have h := (hasDerivAt_iff_tendsto_slope_zero.mp (hasDerivAt_log_partitionFn E 0)).neg
  rw [neg_neg, hU] at h
  have h' := h.mono_left
    (nhdsWithin_mono (0 : ℝ) (fun x (hx : x ∈ Set.Ioi (0 : ℝ)) => (Set.mem_Ioi.mp hx).ne'))
  refine h'.congr fun b => ?_
  simp only [zero_add, smul_eq_mul, partitionFn_zero, freeEnergy]
  ring
```

**(h)** Collect the limits of the weights, U and the shifted free energy.

They are (d), (e) with A = E, and (g). For a quantum Hamiltonian H on an N-dimensional state space, with its eigenvalues listed by multiplicity, m is Tr H / N, which can be read off from the diagonal matrix elements of H in any orthonormal basis, without diagonalising H. The theorems take the levels to be finite in number and independent of temperature; a harmonic oscillator's full spectrum is not covered.

```lean
/-- High-temperature limit of a finite spectrum: as `b` tends to zero from above, each Gibbs
weight tends to `1/N`, and both `U(b)` and `F(b) + ln(N)/b` tend to the arithmetic mean of the
levels. -/
theorem high_temperature_limit [Nonempty ι] (E : ι → ℝ) :
    (∀ i, Tendsto (fun b => weight E b i) (𝓝[>] 0) (𝓝 (1 / (Fintype.card ι : ℝ)))) ∧
    Tendsto (fun b => internalEnergy E b) (𝓝[>] 0) (𝓝 (uniformMean E)) ∧
    Tendsto (fun b => freeEnergy E b + Real.log (Fintype.card ι : ℝ) / b) (𝓝[>] 0)
      (𝓝 (uniformMean E)) :=
  ⟨weight_tendsto E, gibbsMean_tendsto E E, freeEnergy_add_tendsto E⟩
```

**(i)** Find the limit of the entropy.

The function -p ln p is continuous, so by (d)

S → N · (1/N) ln N = ln N.

`Real.negMulLog` is this function, and `h0` evaluates the sum.

```lean
/-- As `b` tends to zero from above, the Gibbs entropy tends to `ln N`. -/
theorem entropy_tendsto [Nonempty ι] (E : ι → ℝ) :
    Tendsto (fun b => entropy E b) (𝓝[>] 0) (𝓝 (Real.log (Fintype.card ι : ℝ))) := by
  have hN : (Fintype.card ι : ℝ) ≠ 0 := by exact_mod_cast Fintype.card_ne_zero
  have h := tendsto_finsetSum Finset.univ
    (fun i _ => (Real.continuous_negMulLog.tendsto _).comp (weight_tendsto E i))
  have h0 : ∑ _i : ι, Real.negMulLog (1 / (Fintype.card ι : ℝ))
      = Real.log (Fintype.card ι : ℝ) := by
    simp only [Finset.sum_const, Finset.card_univ, nsmul_eq_mul, Real.negMulLog, one_div,
      Real.log_inv]
    field_simp
  rw [← h0]
  exact h
```

**(j)** Show that F(b) + ln(N)/b ≤ m for every b > 0.

Apply exp(x) ≥ 1 + x with x = -b(E_i - m):

exp(-b E_i) ≥ exp(-b m) [1 - b(E_i - m)].

The deviations E_i - m sum to zero, so summing gives Z ≥ N exp(-b m). Taking logarithms,

ln Z ≥ ln N - b m,

and dividing by b > 0 and rearranging gives the bound. `hZ` is the inequality for Z, and `hl` is its logarithm.

```lean
/-- At every positive inverse temperature, `F(b) + ln(N)/b` is at most the arithmetic mean of
the levels. -/
theorem freeEnergy_add_le [Nonempty ι] (E : ι → ℝ) {b : ℝ} (hb : 0 < b) :
    freeEnergy E b + Real.log (Fintype.card ι : ℝ) / b ≤ uniformMean E := by
  have hN : (0 : ℝ) < (Fintype.card ι : ℝ) := by exact_mod_cast Fintype.card_pos
  have hsum : ∑ i, E i = (Fintype.card ι : ℝ) * uniformMean E := by
    unfold uniformMean
    field_simp
  -- bound each Boltzmann factor by the tangent line at the mean level
  have hZ : (Fintype.card ι : ℝ) * Real.exp (-b * uniformMean E) ≤ partitionFn E b := by
    calc (Fintype.card ι : ℝ) * Real.exp (-b * uniformMean E)
        = ∑ i, Real.exp (-b * uniformMean E) * (1 - b * (E i - uniformMean E)) := by
          rw [← Finset.mul_sum, Finset.sum_sub_distrib, ← Finset.mul_sum,
            Finset.sum_sub_distrib, hsum]
          simp only [Finset.sum_const, Finset.card_univ, nsmul_eq_mul]
          ring
      _ ≤ partitionFn E b := by
          unfold partitionFn
          refine Finset.sum_le_sum fun i _ => ?_
          have h := Real.add_one_le_exp (-b * (E i - uniformMean E))
          have e : Real.exp (-b * E i) = Real.exp (-b * uniformMean E)
              * Real.exp (-b * (E i - uniformMean E)) := by
            rw [← Real.exp_add]
            congr 1
            ring
          rw [e]
          exact mul_le_mul_of_nonneg_left (by linarith) (Real.exp_pos _).le
  have hl := Real.log_le_log (mul_pos hN (Real.exp_pos _)) hZ
  rw [Real.log_mul hN.ne' (Real.exp_pos _).ne', Real.log_exp] at hl
  rw [freeEnergy, ← add_div, div_le_iff₀ hb]
  linarith
```

**(k)** Show that F(b) → -∞ as b → 0⁺ if there are at least two levels.

Write

F(b) = [F(b) + ln(N)/b] - ln(N)/b.

The bracket tends to m by (g). Since N ≥ 2, ln N > 0 and the last term tends to -∞, written `atBot` in Lean. `[Nontrivial ι]` supplies the second level, which need not differ in energy from the first. With a single level E, ln N = 0 and F(b) = E for all b > 0.

```lean
/-- With at least two levels, the free energy itself tends to minus infinity as `b` tends to
zero from above. -/
theorem freeEnergy_tendsto_atBot [Nontrivial ι] (E : ι → ℝ) :
    Tendsto (fun b => freeEnergy E b) (𝓝[>] 0) atBot := by
  have hlog : 0 < Real.log (Fintype.card ι : ℝ) :=
    Real.log_pos (by exact_mod_cast Fintype.one_lt_card)
  have hg : Tendsto (fun b : ℝ => -(Real.log (Fintype.card ι : ℝ) * b⁻¹)) (𝓝[>] 0) atBot :=
    tendsto_neg_atTop_atBot.comp (tendsto_inv_nhdsGT_zero.const_mul_atTop hlog)
  refine ((freeEnergy_add_tendsto E).add_atBot hg).congr fun b => ?_
  ring

end

end HighTemperatureLimit
```

```lean
#print axioms HighTemperatureLimit.high_temperature_limit
-- 'HighTemperatureLimit.high_temperature_limit' depends on axioms: [propext, Classical.choice, Quot.sound]
#print axioms HighTemperatureLimit.entropy_tendsto
-- 'HighTemperatureLimit.entropy_tendsto' depends on axioms: [propext, Classical.choice, Quot.sound]
#print axioms HighTemperatureLimit.freeEnergy_add_le
-- 'HighTemperatureLimit.freeEnergy_add_le' depends on axioms: [propext, Classical.choice, Quot.sound]
#print axioms HighTemperatureLimit.freeEnergy_tendsto_atBot
-- 'HighTemperatureLimit.freeEnergy_tendsto_atBot' depends on axioms: [propext, Classical.choice, Quot.sound]
```
